# The fourth central moment of a normalised density on finitely many points is at least the square of the second, with equality exactly when all weight lies at one distance from the centroid

Q: Before any inequality, tell me what the objects are. What is an orbital here?

A: Only its density enters. Take a finite set of grid points, labelled by $x$, with positions $r_x$ in Euclidean $d$-space. An orbital with value $\varphi_x$ at point $x$ and quadrature weight $w_x$ puts the weight $p_x = w_x|\varphi_x|^2$ there. In the code, the finite type `ι` holds the labels $x$, `κ` labels orbitals when there are several, and `d` is the dimension.

In Lean 4 with Mathlib:

```lean
import Mathlib

open Finset

namespace FourthMomentLocalisation

noncomputable section

variable {ι κ : Type*} [Fintype ι] [Fintype κ] {d : ℕ}
```

Q: And what makes $p$ a density and not just a list of numbers?

A: Two conditions: $p_x \ge 0$ for every $x$, and $\sum_x p_x = 1$. The first holds for squared moduli with nonnegative quadrature weights, and the second is the normalisation of the orbital. They are the two fields of `IsDistribution`.

```lean
/-- A normalised, nonnegative orbital density on a finite set of grid points. -/
structure IsDistribution (p : ι → ℝ) : Prop where
  nonneg : ∀ x, 0 ≤ p x
  sum_one : ∑ x, p x = 1
```

Q: Where is the orbital centred?

A: At the expectation value of position, $c = \sum_x p_x r_x$. It is computed from the density and is not a free parameter. It need not coincide with any grid point.

```lean
/-- The centroid of the density `p` on the points `r x`. -/
def centroid (p : ι → ℝ) (r : ι → EuclideanSpace ℝ (Fin d)) : EuclideanSpace ℝ (Fin d) :=
  ∑ x, p x • r x
```

Q: Then the moments are taken about that centre?

A: Yes. For a natural number $k$, the $k$-th central moment is

$$M_k = \sum_x p_x \,\|r_x - c\|^k .$$

The norm is the Euclidean one, because the positions have type `EuclideanSpace ℝ (Fin d)`. So $M_2$ is the usual spread $\langle r^2\rangle - \|\langle r\rangle\|^2$, whose sum over orbitals is the Foster–Boys localisation functional. $M_4$ gives distant density more influence.

```lean
/-- The `k`-th central moment: the mean `k`-th power of the distance from the centroid. -/
def centralMoment (k : ℕ) (p : ι → ℝ) (r : ι → EuclideanSpace ℝ (Fin d)) : ℝ :=
  ∑ x, p x * ‖r x - centroid p r‖ ^ k
```

Q: A fourth power against a squared second power. Is there more to this than a generic convexity argument?

A: The difference can be computed exactly. Write $s_x = \|r_x - c\|^2$, so that $M_2 = \sum_x p_x s_x$ and $M_4 = \sum_x p_x s_x^2$. For any real number $m$,

$$\sum_x p_x (s_x - m)^2 = \sum_x p_x s_x^2 - 2m\sum_x p_x s_x + m^2 \sum_x p_x = M_4 - 2mM_2 + m^2\sum_x p_x .$$

Now set $m = M_2$ and use $\sum_x p_x = 1$. The right-hand side becomes $M_4 - 2M_2^2 + M_2^2$, hence

$$M_4 - M_2^2 = \sum_x p_x (s_x - M_2)^2 .$$

The gap is the variance of the squared distance from the centroid.

Q: Does the formal proof follow that route?

A: It does. The inner statement `h` is the expansion for arbitrary `m`. Its proof moves the constants inside the sums, merges the sums into one, and leaves an identity for each grid point that `ring` settles. The proof then puts in $m = M_2$ and the normalisation `hp.sum_one`, and a last `ring` collects the terms. Keeping `m` arbitrary during the expansion means that $M_2$, itself a sum, is not unfolded where it should act as a constant.

```lean
/-- The fourth central moment exceeds the square of the second by the variance of the
squared distance from the centroid. -/
theorem fourth_sub_second_sq {p : ι → ℝ} (hp : IsDistribution p)
    (r : ι → EuclideanSpace ℝ (Fin d)) :
    centralMoment 4 p r - centralMoment 2 p r ^ 2 =
      ∑ x, p x * (‖r x - centroid p r‖ ^ 2 - centralMoment 2 p r) ^ 2 := by
  -- expand the square about an arbitrary reference value m
  have h : ∀ m : ℝ, ∑ x, p x * (‖r x - centroid p r‖ ^ 2 - m) ^ 2 =
      centralMoment 4 p r - 2 * m * centralMoment 2 p r + m ^ 2 * ∑ x, p x := by
    intro m
    simp only [centralMoment, Finset.mul_sum, ← Finset.sum_sub_distrib,
      ← Finset.sum_add_distrib]
    refine Finset.sum_congr rfl fun x _ => ?_
    ring
  rw [h (centralMoment 2 p r), hp.sum_one]
  ring
```

Q: So the inequality follows because the right-hand side is nonnegative. What about equality? I would expect a density on a sphere.

A: On a sphere about its own centroid, yes. Suppose $\|r_x - c\| = R$ at every point with $p_x > 0$. Points with $p_x = 0$ contribute nothing to any moment, wherever they sit, so

$$M_k = \sum_x p_x R^k = R^k .$$

In particular $M_4 = R^4 = (R^2)^2 = M_2^2$.

Q: My grid is full of points where the orbital vanishes. Does the formal condition really ignore them?

A: The hypothesis `hR` constrains the distance only where `0 < p x`, which is the support of the density. The proof splits each point into the two cases allowed by nonnegativity. If the weight is zero, both sides of the termwise comparison are zero. If it is positive, `hR` replaces the distance by `R`. The common factor $R^k$ then comes out of the sum, and the remaining weights add to one.

```lean
/-- If all the weight lies at distance `R` from the centroid, the `k`-th central moment
is `R ^ k`. -/
theorem centralMoment_of_shell {p : ι → ℝ} (hp : IsDistribution p)
    (r : ι → EuclideanSpace ℝ (Fin d)) {R : ℝ}
    (hR : ∀ x, 0 < p x → ‖r x - centroid p r‖ = R) (k : ℕ) :
    centralMoment k p r = R ^ k := by
  have h : centralMoment k p r = ∑ x, p x * R ^ k := by
    unfold centralMoment
    refine Finset.sum_congr rfl fun x _ => ?_
    rcases (hp.nonneg x).eq_or_lt with h0 | h0
    · rw [← h0, zero_mul, zero_mul]
    · rw [hR x h0]
  rw [h, ← Finset.sum_mul, hp.sum_one, one_mul]
```

Q: That gives one direction. Why must a density with $M_4 = M_2^2$ lie on a shell?

A: By the identity, equality means $\sum_x p_x (s_x - M_2)^2 = 0$. Every term is nonnegative, so every term is zero. Where $p_x > 0$, the factor $(s_x - M_2)^2$ must vanish, so $\|r_x - c\|^2 = M_2$. A norm is nonnegative, therefore $\|r_x - c\| = \sqrt{M_2}$. The same radius holds at every weighted point.

Q: How is all this packed into one theorem?

A: `second_sq_le_fourth` is a conjunction. Its first part says $M_2^2 \le M_4$. Its second part says that equality holds if and only if there is a real $R$ with $\|r_x - c\| = R$ wherever $p_x > 0$. No sign is imposed on $R$, but normalisation guarantees at least one weighted point, so $R$ is a genuine distance.

In the proof, `hterm` records that the terms of the variance are nonnegative. The first part sums them and uses the identity `key`. For the forward direction of the equivalence, `Finset.sum_eq_zero_iff_of_nonneg` turns the vanishing sum into vanishing terms. The steps `h2` to `h4` remove the positive weight, then the square, and solve for $M_2$, after which `Real.sqrt_sq` identifies the radius. The reverse direction applies the shell lemma with $k = 4$ and $k = 2$.

```lean
/-- The fourth central moment of a density is at least the square of its second central
moment, with equality exactly when all the weight lies at one distance from the centroid. -/
theorem second_sq_le_fourth {p : ι → ℝ} (hp : IsDistribution p)
    (r : ι → EuclideanSpace ℝ (Fin d)) :
    centralMoment 2 p r ^ 2 ≤ centralMoment 4 p r ∧
      (centralMoment 4 p r = centralMoment 2 p r ^ 2 ↔
        ∃ R : ℝ, ∀ x, 0 < p x → ‖r x - centroid p r‖ = R) := by
  have key := fourth_sub_second_sq hp r
  have hterm : ∀ x ∈ (Finset.univ : Finset ι),
      0 ≤ p x * (‖r x - centroid p r‖ ^ 2 - centralMoment 2 p r) ^ 2 :=
    fun x _ => mul_nonneg (hp.nonneg x) (sq_nonneg _)
  refine ⟨?_, ?_, ?_⟩
  · have h := Finset.sum_nonneg hterm
    linarith
  · intro heq
    -- a vanishing sum of nonnegative terms vanishes term by term
    have hzero : ∑ x, p x * (‖r x - centroid p r‖ ^ 2 - centralMoment 2 p r) ^ 2 = 0 := by
      linarith
    refine ⟨Real.sqrt (centralMoment 2 p r), fun x hx => ?_⟩
    have h1 := (Finset.sum_eq_zero_iff_of_nonneg hterm).mp hzero x (Finset.mem_univ x)
    have h2 := (mul_eq_zero.mp h1).resolve_left hx.ne'
    have h3 : ‖r x - centroid p r‖ ^ 2 - centralMoment 2 p r = 0 :=
      pow_eq_zero_iff (two_ne_zero) |>.mp h2
    have h4 : centralMoment 2 p r = ‖r x - centroid p r‖ ^ 2 := by linarith
    rw [h4, Real.sqrt_sq (norm_nonneg _)]
  · rintro ⟨R, hR⟩
    rw [centralMoment_of_shell hp r hR 4, centralMoment_of_shell hp r hR 2]
    ring
```

Q: Radius zero is allowed, then?

A: Yes. If all the weight sits at a single position, that position is the centroid and $M_2 = M_4 = 0$. This is the smallest case, and equality holds there. In one dimension the only other equality case has weight one half at each of two positions, since the centroid must lie midway between them.

Q: An orbital I would meet in a calculation is not a thin shell. Can I see strictness without computing moments?

A: Two weighted points at different distances from $c$ already rule out equality, by the theorem above. A convenient special case has weight at the centroid itself and weight somewhere else. If equality held, there would be a common radius $R$. The point at the centroid would force $R = 0$, and then the other point would also be at the centroid, which is a contradiction.

The formal version asks for a grid point `x` located exactly at the centroid with positive weight, and a weighted point `y` located elsewhere. The proof starts from the non-strict inequality, assumes equality, extracts `R`, and computes both distances as zero in `h0` and `h1`.

```lean
/-- The inequality is strict for a density with weight both at its centroid and away
from it. -/
theorem second_sq_lt_fourth_of_weight_at_centroid {p : ι → ℝ} (hp : IsDistribution p)
    (r : ι → EuclideanSpace ℝ (Fin d)) {x y : ι}
    (hx : 0 < p x) (hxc : r x = centroid p r) (hy : 0 < p y) (hyc : r y ≠ centroid p r) :
    centralMoment 2 p r ^ 2 < centralMoment 4 p r := by
  refine lt_of_le_of_ne (second_sq_le_fourth hp r).1 fun h => ?_
  obtain ⟨R, hR⟩ := (second_sq_le_fourth hp r).2.mp h.symm
  -- the point at the centroid forces the common radius to be zero
  have h0 : ‖r x - centroid p r‖ = 0 := by rw [norm_eq_zero, sub_eq_zero]; exact hxc
  have h1 : ‖r y - centroid p r‖ = 0 := by rw [hR y hy, ← hR x hx, h0]
  exact hyc (sub_eq_zero.mp (norm_eq_zero.mp h1))
```

Q: You said that the fourth moment gives distant density more influence. Is that made quantitative?

A: In part: there is an upper bound on the tail in terms of $M_4$, but no formal comparison with $M_2$. Fix $R \ge 0$ and keep only the points with $\|r_x - c\| \ge R$. For those, $R^4 \le \|r_x - c\|^4$, so

$$R^4 \sum_{\|r_x - c\|\ge R} p_x \;\le\; \sum_{\|r_x - c\|\ge R} p_x\|r_x - c\|^4 \;\le\; M_4 .$$

The last step restores the omitted terms, which are nonnegative. For $R > 0$, the weight at distance $R$ or more is therefore at most $M_4/R^4$.

The filtered `Finset` in the statement is the set of points at distance at least `R`, boundary included. The two lines of the `calc` block are the two inequalities just given: the first compares powers point by point, and the second enlarges the set of summation.

```lean
/-- The weight of the density at distance `R` or more from the centroid, times `R ^ 4`,
is at most the fourth central moment. -/
theorem tail_weight_le_fourth {p : ι → ℝ} (hp : IsDistribution p)
    (r : ι → EuclideanSpace ℝ (Fin d)) {R : ℝ} (hR : 0 ≤ R) :
    R ^ 4 * ∑ x ∈ Finset.univ.filter (fun x => R ≤ ‖r x - centroid p r‖), p x ≤
      centralMoment 4 p r := by
  rw [Finset.mul_sum]
  unfold centralMoment
  calc ∑ x ∈ Finset.univ.filter (fun x => R ≤ ‖r x - centroid p r‖), R ^ 4 * p x
      ≤ ∑ x ∈ Finset.univ.filter (fun x => R ≤ ‖r x - centroid p r‖),
          p x * ‖r x - centroid p r‖ ^ 4 := by
        refine Finset.sum_le_sum fun x hx => ?_
        have h := pow_le_pow_left₀ hR (Finset.mem_filter.mp hx).2 4
        rw [mul_comm]
        exact mul_le_mul_of_nonneg_left h (hp.nonneg x)
    _ ≤ ∑ x, p x * ‖r x - centroid p r‖ ^ 4 :=
        Finset.sum_le_sum_of_subset_of_nonneg (Finset.filter_subset _ _)
          fun x _ _ => mul_nonneg (hp.nonneg x) (pow_nonneg (norm_nonneg _) 4)
```

Q: Localisation is about a whole set of orbitals, and about rotating them into each other. So far you have treated one density.

A: For $N$ orbitals, write $M_k^{(i)}$ for the $k$-th central moment of orbital $i$, taken about that orbital's own centroid. Cauchy–Schwarz with a vector of ones, followed by the one-orbital inequality, gives

$$\Big(\sum_i M_2^{(i)}\Big)^2 \le N\sum_i \big(M_2^{(i)}\big)^2 \le N\sum_i M_4^{(i)} .$$

For a fixed number $N$ of orbital densities on a common finite grid, a small summed fourth moment thus forces a small Foster–Boys functional.

In the code, `p i` is the density of orbital `i`, and `Fintype.card κ` is $N$. The lemma `sq_sum_le_card_mul_sum_sq` supplies the first inequality, and `second_sq_le_fourth` is applied to each orbital for the second.

```lean
/-- For a finite set of orbital densities, the square of the summed second central moments
is at most the number of orbitals times the summed fourth central moments. -/
theorem orbital_set_bound {p : κ → ι → ℝ} (hp : ∀ i, IsDistribution (p i))
    (r : ι → EuclideanSpace ℝ (Fin d)) :
    (∑ i, centralMoment 2 (p i) r) ^ 2 ≤
      (Fintype.card κ : ℝ) * ∑ i, centralMoment 4 (p i) r := by
  -- Cauchy-Schwarz over the orbitals, then the one-orbital inequality
  have h := sq_sum_le_card_mul_sum_sq (s := (Finset.univ : Finset κ))
    (f := fun i => centralMoment 2 (p i) r)
  rw [Finset.card_univ] at h
  exact h.trans (mul_le_mul_of_nonneg_left
    (Finset.sum_le_sum fun i _ => (second_sq_le_fourth (hp i) r).1) (Nat.cast_nonneg _))

end

end FourthMomentLocalisation
```

```lean
#print axioms FourthMomentLocalisation.second_sq_le_fourth
#print axioms FourthMomentLocalisation.second_sq_lt_fourth_of_weight_at_centroid
#print axioms FourthMomentLocalisation.tail_weight_le_fourth
#print axioms FourthMomentLocalisation.orbital_set_bound
```

```
'FourthMomentLocalisation.second_sq_le_fourth' depends on axioms: [propext, Classical.choice, Quot.sound]
'FourthMomentLocalisation.second_sq_lt_fourth_of_weight_at_centroid' depends on axioms: [propext, Classical.choice, Quot.sound]
'FourthMomentLocalisation.tail_weight_le_fourth' depends on axioms: [propext, Classical.choice, Quot.sound]
'FourthMomentLocalisation.orbital_set_bound' depends on axioms: [propext, Classical.choice, Quot.sound]
```

Q: I see no orthogonality and no unitary matrix in that statement.

A: There are none. The bound holds for any family of normalised densities, so it applies to an orthonormal set before and after any rotation that keeps the orbitals normalised on the grid. It does not describe the rotation, the gradient of either functional, or its minimisers. In particular, it does not say that the two functionals favour the same orbitals.

Q: Could they disagree? Show me numbers.

A: Take two grid points on a line, at positions $0$ and $4$, with unit quadrature weights. Consider the orthonormal orbitals $(\sqrt3/2,\,1/2)$ and $(-1/2,\,\sqrt3/2)$. The first has density $(3/4,\,1/4)$ and centroid $c = 1$, so the distances from the centroid are $1$ and $3$. Then

$$M_2 = \tfrac34\cdot 1 + \tfrac14\cdot 9 = 3, \qquad M_4 = \tfrac34\cdot 1 + \tfrac14\cdot 81 = 21 .$$

The gap is $21 - 9 = 12$, and the variance formula agrees: $\tfrac34(1-3)^2 + \tfrac14(9-3)^2 = 3 + 9 = 12$. The tail bound at $R = 3$ gives at most $21/81 \approx 0.26$, while the true weight there is $0.25$. The second orbital is the mirror image and has the same moments. The summed functionals are $6$ and $42$, and the bound for the set reads $36 \le 84$.

Now rotate to $(1,1)/\sqrt2$ and $(-1,1)/\sqrt2$. Both densities are $(1/2,\,1/2)$, with centroid $2$ and both distances equal to $2$. Each orbital has $M_2 = 4$ and $M_4 = 16$, which is the equality case. The summed functionals are $8$ and $32$, and the bound reads $64 \le 64$.

Q: So the second-moment sum went up and the fourth-moment sum went down.

A: Yes. Of these two pairs, the second-moment functional prefers the first and the fourth-moment functional prefers the second. In this example the two orbitals span the whole two-point grid, so a rotation can place each on a single grid point, where every moment involved is zero and both functionals reach their minimum. With fewer orbitals than grid points, such orbitals are in general out of reach. The inequality relates the values of the two functionals, not their rankings.

Q: What stands between this and a real molecular orbital?

A: The finite grid, chiefly. The theorems concern the sums as written, with no limit to a continuous density and no estimate of quadrature error. Positions are ordinary Euclidean vectors, so a periodic cell, where the position operator needs separate treatment, is not described. Within those limits the density is arbitrary: no symmetry, particular basis or Hamiltonian is assumed.
